# Three-term recurrence for the complete symmetric polynomials in two spin weights

For two spin weights `x` and `y`, the complete symmetric polynomial `hTwo x y k` is the sum of `x ^ i * y ^ (k - i)` over `i` from 0 to `k`, so each way of sharing the degree `k` between the two weights counts once. The theorem says that the polynomials of degree 0 and 1 are 1 and `x + y`, and that each later one is `x + y` times the one before it minus `x * y` times the one before that. The weights are any two elements of a commutative ring, and need be neither normalised nor distinct. The attempt first splits off the term without `x`, which should show that the polynomial of degree `k + 1` is `y ^ (k + 1)` plus `x` times the polynomial of degree `k`. It then gets the recurrence by subtracting `y` times this identity from the same identity one degree higher.

This version doesn't compile in Lean 4 with Mathlib:

```lean
import Mathlib

open Matrix

namespace SchurSpinCoupling

variable {R : Type*} [CommRing R]

/-- The complete symmetric polynomial of degree `k` in the two spin weights `x` and `y`. -/
def hTwo (x y : R) (k : ℕ) : R := ∑ i ∈ Finset.range (k + 1), x ^ i * y ^ (k - i)

/-- The first two complete symmetric polynomials in two weights, and the three-term
recurrence that gives all the others. -/
theorem hTwo_recurrence (x y : R) : hTwo x y 0 = 1 ∧ hTwo x y 1 = x + y ∧
    ∀ k, hTwo x y (k + 2) = (x + y) * hTwo x y (k + 1) - x * y * hTwo x y k := by
  have z : hTwo x y 0 = 1 := by simp [hTwo]
  -- split off the term without x
  have step : ∀ k, hTwo x y (k + 1) = y ^ (k + 1) + x * hTwo x y k := by
    intro k
    unfold hTwo
    rw [Finset.Nat.sum_antidiagonal_succ, Finset.mul_sum]
    congr 1
    · simp
    · refine Finset.sum_congr rfl fun p _ => ?_
      change x ^ (p.1 + 1) * y ^ p.2 = x * (x ^ p.1 * y ^ p.2)
      ring
  refine ⟨z, ?_, fun k => ?_⟩
  · have s := step 0
    rw [z] at s
    linear_combination s
  · linear_combination step (k + 1) - y * step k

end SchurSpinCoupling
```

Compiling this gives:

```
Main.lean:21:8: error: Tactic `rewrite` failed: Did not find an occurrence of the pattern
  ∑ p ∈ Finset.HasAntidiagonal.antidiagonal (?m.106 + 1), ?m.107 p
in the target expression
  ∑ i ∈ Finset.range (k + 1 + 1), x ^ i * y ^ (k + 1 - i) =
    y ^ (k + 1) + x * ∑ i ∈ Finset.range (k + 1), x ^ i * y ^ (k - i)

R : Type u_1
inst✝ : CommRing R
x y : R
z : hTwo x y 0 = 1
k : ℕ
⊢ ∑ i ∈ Finset.range (k + 1 + 1), x ^ i * y ^ (k + 1 - i) =
    y ^ (k + 1) + x * ∑ i ∈ Finset.range (k + 1), x ^ i * y ^ (k - i)
```

The change, after which it compiles:

```diff
@@ -18,11 +18,13 @@
   have step : ∀ k, hTwo x y (k + 1) = y ^ (k + 1) + x * hTwo x y k := by
     intro k
+    have e : ∑ i ∈ Finset.range (k + 1), x ^ (i + 1) * y ^ (k + 1 - (i + 1)) =
+        x * ∑ i ∈ Finset.range (k + 1), x ^ i * y ^ (k - i) := by
+      rw [Finset.mul_sum]
+      refine Finset.sum_congr rfl fun i _ => ?_
+      rw [Nat.add_sub_add_right]
+      ring
     unfold hTwo
-    rw [Finset.Nat.sum_antidiagonal_succ, Finset.mul_sum]
-    congr 1
-    · simp
-    · refine Finset.sum_congr rfl fun p _ => ?_
-      change x ^ (p.1 + 1) * y ^ p.2 = x * (x ^ p.1 * y ^ p.2)
-      ring
+    rw [Finset.sum_range_succ' _ (k + 1), e, pow_zero, Nat.sub_zero]
+    ring
   refine ⟨z, ?_, fun k => ?_⟩
   · have s := step 0
```

Cause. The error says that `rw` found no sum over an `antidiagonal` in the goal. `Finset.Nat.sum_antidiagonal_succ` is about sums over pairs of naturals with a fixed total, while `hTwo` unfolds to a sum over `Finset.range`. The two forms can express the same polynomial, but `rw` looks for the pattern as written and doesn't convert one into the other.

The repair uses `Finset.sum_range_succ'`, which does fit a `range` sum. It splits off the `i = 0` term and leaves a sum with `i + 1` in place of `i`. The new fact `e` shows that this shifted sum is `x` times the sum for degree `k`, with `Nat.add_sub_add_right` turning the exponent `k + 1 - (i + 1)` into `k - i`. Then `pow_zero` and `Nat.sub_zero` simplify the split-off term, and `ring` closes the goal. The old lines after the rewrite go too, since they were written for pairs `p`.
